# PAW augmentation recovers the all-electron centre from the overlap phase in a one-dimensional atomic model

A: Let $\rho$ be a continuous real density on $[-a,a]$ with $a>0$ and positive integral, and let $M(b)=\int_{-a}^{a}\rho(x)e^{-ibx}dx$. Then $-\arg M(b)/b$ tends to the centroid $\int x\rho/\int\rho$ as $b\to0$. Take a real PAW atomic state on this interval, with continuous partial waves and projectors. Let its pseudo wave be a finite combination of the pseudo partial waves, let the projectors be dual to these, and let neither the pseudo nor the all-electron wave vanish identically. Then the augmented overlap gives the all-electron centre in this way, and the unaugmented overlap gives the pseudo centre.

Q: A Zak phase is accumulated across the Brillouin zone. Where is the zone?

A: The theorems treat one link between neighbouring wavevectors, separated by $b$; the sum over links, given here by hand, is not formalised in Lean. For non-overlapping atoms with lattice constant $L\ge 2a$, every link has the same overlap $M(b)$. With $N$ links and $b=2\pi/(NL)$, the total $-N\arg M(b)$ equals $(2\pi/L)(-\arg M(b)/b)$, which tends to $2\pi/L$ times the centre.

```lean
import Mathlib

open Filter Topology Set MeasureTheory

noncomputable section

namespace PAWZakPhase

/-- The overlap `M(b)`: the integral of the density `ρ` times `exp (-i b x)` over the cell `[-a, a]`. -/
def overlap (a : ℝ) (ρ : ℝ → ℝ) (b : ℝ) : ℂ :=
  ∫ x in (-a)..a, (ρ x : ℂ) * Complex.exp (-(Complex.I * b * x))
```

`overlap` is $M(b)$, and its sign convention is the reason for the minus sign before the argument. `centre` divides by the total weight, so unnormalised waves still give normalised centres.

```lean
/-- The centroid of the density `ρ` in the cell `[-a, a]`. -/
def centre (a : ℝ) (ρ : ℝ → ℝ) : ℝ :=
  (∫ x in (-a)..a, x * ρ x) / ∫ x in (-a)..a, ρ x
```

Q: And the PAW part?

A: There are finitely many real channels $i$, with all-electron partial waves $\varphi_i$ (`φ`), pseudo partial waves $\tilde\varphi_i$ (`φt`) and projectors $p_i$. A state has coefficients $d_i$, pseudo wave $\tilde\psi=\sum_i d_i\tilde\varphi_i$ and all-electron wave $\psi=\sum_i d_i\varphi_i$. The amplitudes in the augmentation are integrals of the given pseudo wave against the projectors; the $d_i$ are not handed over.

```lean
/-- The amplitude of the wave `ψ` on the projector `p`. -/
def projAmp (a : ℝ) (p ψ : ℝ → ℝ) : ℝ := ∫ x in (-a)..a, p x * ψ x

/-- The superposition of the partial waves `f i` with coefficients `d i`. -/
def wave {ι : Type*} [Fintype ι] (d : ι → ℝ) (f : ι → ℝ → ℝ) (x : ℝ) : ℝ :=
  ∑ i, d i * f i x

/-- The PAW overlap of a pseudo wave `ψ`: its own overlap plus the one-centre corrections,
all-electron minus pseudo, weighted by the projector amplitudes. -/
def augOverlap {ι : Type*} [Fintype ι] (a : ℝ) (φ φt p : ι → ℝ → ℝ) (ψ : ℝ → ℝ) (b : ℝ) : ℂ :=
  overlap a (fun x => ψ x ^ 2) b +
    ∑ i, ∑ j, ((projAmp a (p i) ψ * projAmp a (p j) ψ : ℝ) : ℂ) *
      (overlap a (fun x => φ i x * φ j x) b - overlap a (fun x => φt i x * φt j x) b)
```

Q: Show me the limit by hand first.

A: Write $N_\rho=\int\rho$ and $D=\int x\rho$. Differentiating under the integral gives $M'(b)=\int(-ix)\rho\,e^{-ibx}dx$, so $M'(0)=-iD$. This is allowed because the integrand of $M'$ is bounded by $|\rho(x)||x|$ for every $b$. Lean's dominated-differentiation theorem asks for an integrable bound of this kind and the pointwise derivative, together with measurability and integrability conditions that follow from continuity.

```lean
/-- The derivative of the overlap at `b = 0` is `-i` times the dipole moment of the density. -/
theorem hasDerivAt_overlap {a : ℝ} (ha : 0 < a) {ρ : ℝ → ℝ}
    (hρ : ContinuousOn ρ (Icc (-a) a)) :
    HasDerivAt (overlap a ρ) (-Complex.I * ((∫ x in (-a)..a, x * ρ x : ℝ) : ℂ)) 0 := by
  rw [← uIcc_of_le (by linarith : -a ≤ a)] at hρ
  have hc : ContinuousOn (fun x => (ρ x : ℂ)) (uIcc (-a) a) :=
    Complex.continuous_ofReal.comp_continuousOn hρ
  have hF : ∀ b : ℝ, ContinuousOn
      (fun x : ℝ => (ρ x : ℂ) * Complex.exp (-(Complex.I * b * x))) (uIcc (-a) a) :=
    fun b => hc.mul (Continuous.continuousOn (by fun_prop))
  have hF' : ∀ b : ℝ, ContinuousOn (fun x : ℝ => (ρ x : ℂ) *
      (Complex.exp (-(Complex.I * b * x)) * (-(Complex.I * x)))) (uIcc (-a) a) :=
    fun b => hc.mul (Continuous.continuousOn (by fun_prop))
  have hB : ContinuousOn (fun x : ℝ => |ρ x| * |x|) (uIcc (-a) a) :=
    hρ.abs.mul continuous_abs.continuousOn
  -- differentiate under the integral, with the bound |ρ x| |x|
  have key := intervalIntegral.hasDerivAt_integral_of_dominated_loc_of_deriv_le
    (μ := volume) (a := -a) (b := a) (x₀ := (0 : ℝ)) (s := univ)
    (F := fun (b x : ℝ) => (ρ x : ℂ) * Complex.exp (-(Complex.I * b * x)))
    (F' := fun (b x : ℝ) => (ρ x : ℂ) *
      (Complex.exp (-(Complex.I * b * x)) * (-(Complex.I * x))))
    (bound := fun x => |ρ x| * |x|) Filter.univ_mem
    (Eventually.of_forall fun b => (hF b).intervalIntegrable.def'.aestronglyMeasurable)
    (hF 0).intervalIntegrable
    (hF' 0).intervalIntegrable.def'.aestronglyMeasurable
    (ae_of_all _ fun x _ b _ => by
      have h : -(Complex.I * b * x) = ((-(b * x) : ℝ) : ℂ) * Complex.I := by
        push_cast; ring
      have h1 : ‖Complex.exp (-(Complex.I * b * x))‖ = 1 := by
        rw [h, Complex.norm_exp_ofReal_mul_I]
      simp [h1])
    hB.intervalIntegrable
    (ae_of_all _ fun x _ b _ => by
      have h1 : HasDerivAt (fun b : ℝ => -(Complex.I * (b : ℂ) * x)) (-(Complex.I * x)) b :=
        ((((hasDerivAt_id b).ofReal_comp).const_mul Complex.I).mul_const (x : ℂ)).neg.congr_deriv
          (by simp)
      exact h1.cexp.const_mul (ρ x : ℂ))
  refine key.2.congr_deriv ?_
  rw [← intervalIntegral.integral_ofReal, ← intervalIntegral.integral_const_mul]
  refine intervalIntegral.integral_congr fun x _ => ?_
  simp only [Complex.ofReal_zero, mul_zero, zero_mul, neg_zero, Complex.exp_zero,
    Complex.ofReal_mul]
  ring
```

Since $M(0)=N_\rho>0$, the principal logarithm is differentiable there, with
$$\left.\frac{d}{db}\log M(b)\right|_{0}=\frac{M'(0)}{M(0)}=-i\frac{D}{N_\rho}.$$
Its imaginary part is the derivative of $\arg M$. As $\arg M(0)=0$, the difference quotient is $\arg M(b)/b\to-D/N_\rho$, and a sign change gives the centroid. In the proof, `clog_real` supplies the logarithmic derivative and `him` takes its imaginary part. The filter `𝓝[≠] 0` means $b\to0$ with $b\neq0$.

```lean
/-- For a continuous density of positive total weight, `-arg M(b) / b` tends to the centroid of
the density as `b` tends to zero. -/
theorem phase_tendsto_centre {a : ℝ} (ha : 0 < a) {ρ : ℝ → ℝ}
    (hρ : ContinuousOn ρ (Icc (-a) a)) (hpos : 0 < ∫ x in (-a)..a, ρ x) :
    Tendsto (fun b : ℝ => -Complex.arg (overlap a ρ b) / b) (𝓝[≠] 0) (𝓝 (centre a ρ)) := by
  have h0 : overlap a ρ 0 = ((∫ x in (-a)..a, ρ x : ℝ) : ℂ) := by
    rw [← intervalIntegral.integral_ofReal]
    simp [overlap]
  have hs : overlap a ρ 0 ∈ Complex.slitPlane := by
    rw [h0]; exact Complex.ofReal_mem_slitPlane.2 hpos
  have harg : Complex.arg (overlap a ρ 0) = 0 := by
    rw [h0]; exact Complex.arg_ofReal_of_nonneg hpos.le
  -- the phase is the imaginary part of the logarithm
  have him := Complex.imCLM.hasFDerivAt.comp_hasDerivAt (0 : ℝ)
    ((hasDerivAt_overlap ha hρ).clog_real hs)
  have ht := (hasDerivAt_iff_tendsto_slope_zero.1 him).neg
  have hlim : centre a ρ = -(Complex.imCLM
      (-Complex.I * ((∫ x in (-a)..a, x * ρ x : ℝ) : ℂ) / overlap a ρ 0)) := by
    have h : -Complex.I * ((∫ x in (-a)..a, x * ρ x : ℝ) : ℂ) / overlap a ρ 0
        = ((-(centre a ρ) : ℝ) : ℂ) * Complex.I := by
      rw [h0, centre]; push_cast; ring
    rw [h, Complex.imCLM_apply, Complex.im_ofReal_mul, Complex.I_im]
    ring
  rw [hlim]
  refine ht.congr fun b => ?_
  simp only [Function.comp_apply, Complex.imCLM_apply, Complex.log_im, zero_add, harg,
    sub_zero, smul_eq_mul]
  ring
```

Q: Does the augmentation really reconstruct the all-electron overlap, or only its first moment?

A: The whole overlap, at every $b$. Let $M_{ij}$ and $\tilde M_{ij}$ be the overlaps of $\varphi_i\varphi_j$ and $\tilde\varphi_i\tilde\varphi_j$. Squaring the finite sum and integrating term by term gives $\sum_{ij}d_id_j\tilde M_{ij}$ for the pseudo density, and likewise for the all-electron one.

```lean
section Augmentation

variable {ι : Type*} [Fintype ι] {a : ℝ}

/-- The overlap of a squared superposition is the double sum of the channel-pair overlaps, each
weighted by `d i * d j`. -/
theorem overlap_wave_sq (ha : 0 < a) {f : ι → ℝ → ℝ}
    (hf : ∀ i, ContinuousOn (f i) (Icc (-a) a)) (d : ι → ℝ) (b : ℝ) :
    overlap a (fun x => wave d f x ^ 2) b =
      ∑ i, ∑ j, ((d i * d j : ℝ) : ℂ) * overlap a (fun x => f i x * f j x) b := by
  rw [← uIcc_of_le (by linarith : -a ≤ a)] at hf
  have hc : ∀ i j, ContinuousOn (fun x : ℝ => ((d i * d j : ℝ) : ℂ) *
      (((f i x * f j x : ℝ) : ℂ) * Complex.exp (-(Complex.I * b * x)))) (uIcc (-a) a) :=
    fun i j => continuousOn_const.mul
      ((Complex.continuous_ofReal.comp_continuousOn ((hf i).mul (hf j))).mul
        (Continuous.continuousOn (by fun_prop)))
  simp only [overlap, ← intervalIntegral.integral_const_mul]
  symm
  calc _ = ∑ i, ∫ x in (-a)..a, ∑ j, ((d i * d j : ℝ) : ℂ) *
        (((f i x * f j x : ℝ) : ℂ) * Complex.exp (-(Complex.I * b * x))) :=
        Finset.sum_congr rfl fun i _ => (intervalIntegral.integral_finsetSum
          fun j _ => (hc i j).intervalIntegrable).symm
    _ = ∫ x in (-a)..a, ∑ i, ∑ j, ((d i * d j : ℝ) : ℂ) *
        (((f i x * f j x : ℝ) : ℂ) * Complex.exp (-(Complex.I * b * x))) :=
        (intervalIntegral.integral_finsetSum fun i _ =>
          (continuousOn_finsetSum _ fun j _ => hc i j).intervalIntegrable).symm
    _ = _ := by
        refine intervalIntegral.integral_congr fun x _ => ?_
        simp only [wave, sq]
        rw [Finset.sum_mul_sum]
        simp only [Complex.ofReal_sum, Finset.sum_mul]
        refine Finset.sum_congr rfl fun i _ => Finset.sum_congr rfl fun j _ => ?_
        push_cast
        ring
```

Duality, $\int p_i\tilde\varphi_j=\delta_{ij}$, then gives $\int p_i\tilde\psi=\sum_j d_j\delta_{ij}=d_i$.

```lean
variable [DecidableEq ι] {φ φt p : ι → ℝ → ℝ}

/-- Projectors dual to the pseudo partial waves read off the coefficients of a pseudo wave. -/
theorem projAmp_wave (ha : 0 < a) (hφt : ∀ i, ContinuousOn (φt i) (Icc (-a) a))
    (hp : ∀ i, ContinuousOn (p i) (Icc (-a) a))
    (hdual : ∀ i j, projAmp a (p i) (φt j) = if i = j then 1 else 0) (d : ι → ℝ) (i : ι) :
    projAmp a (p i) (wave d φt) = d i := by
  rw [← uIcc_of_le (by linarith : -a ≤ a)] at hφt hp
  have hc : ∀ j, ContinuousOn (fun x => d j * (p i x * φt j x)) (uIcc (-a) a) :=
    fun j => continuousOn_const.mul ((hp i).mul (hφt j))
  have h : projAmp a (p i) (wave d φt) = ∑ j, d j * projAmp a (p i) (φt j) := by
    simp only [projAmp, ← intervalIntegral.integral_const_mul]
    refine Eq.trans ?_ (intervalIntegral.integral_finsetSum
      fun j _ => (hc j).intervalIntegrable)
    refine intervalIntegral.integral_congr fun x _ => ?_
    simp only [wave, Finset.mul_sum]
    exact Finset.sum_congr rfl fun j _ => by ring
  rw [h]
  simp [hdual]
```

So the augmented overlap is
$$\sum_{ij}d_id_j\tilde M_{ij}+\sum_{ij}d_id_j(M_{ij}-\tilde M_{ij})=\sum_{ij}d_id_jM_{ij}.$$
Lean substitutes the two preceding lemmas and cancels the pseudo terms.

```lean
/-- If the projectors are dual to the pseudo partial waves, the augmented overlap of a superposition
of pseudo partial waves equals the overlap of the all-electron density at every `b`. -/
theorem augOverlap_eq (ha : 0 < a) (hφ : ∀ i, ContinuousOn (φ i) (Icc (-a) a))
    (hφt : ∀ i, ContinuousOn (φt i) (Icc (-a) a)) (hp : ∀ i, ContinuousOn (p i) (Icc (-a) a))
    (hdual : ∀ i j, projAmp a (p i) (φt j) = if i = j then 1 else 0) (d : ι → ℝ) (b : ℝ) :
    augOverlap a φ φt p (wave d φt) b = overlap a (fun x => wave d φ x ^ 2) b := by
  simp only [augOverlap, projAmp_wave ha hφt hp hdual, overlap_wave_sq ha hφ,
    overlap_wave_sq ha hφt, mul_sub, Finset.sum_sub_distrib]
  ring
```

Q: What if duality fails?

A: Set $p=0$ in the one-channel example below. The corrections vanish and the limit is the pseudo centre $0$, while the all-electron centre is $1/6$.

The main theorem applies the phase limit to both squared waves. Its hypotheses `hae` and `hps` say that neither wave has zero norm.

```lean
/-- For projectors dual to the pseudo partial waves and waves of nonzero norm, minus the phase of
the augmented overlap, divided by `b`, tends to the all-electron centre as `b` tends to zero; for
the unaugmented overlap the limit is the centre of the pseudo density. -/
theorem atomic_zak_phase (ha : 0 < a) (hφ : ∀ i, ContinuousOn (φ i) (Icc (-a) a))
    (hφt : ∀ i, ContinuousOn (φt i) (Icc (-a) a)) (hp : ∀ i, ContinuousOn (p i) (Icc (-a) a))
    (hdual : ∀ i j, projAmp a (p i) (φt j) = if i = j then 1 else 0) (d : ι → ℝ)
    (hae : 0 < ∫ x in (-a)..a, wave d φ x ^ 2) (hps : 0 < ∫ x in (-a)..a, wave d φt x ^ 2) :
    Tendsto (fun b : ℝ => -Complex.arg (augOverlap a φ φt p (wave d φt) b) / b)
      (𝓝[≠] 0) (𝓝 (centre a fun x => wave d φ x ^ 2)) ∧
    Tendsto (fun b : ℝ => -Complex.arg (overlap a (fun x => wave d φt x ^ 2) b) / b)
      (𝓝[≠] 0) (𝓝 (centre a fun x => wave d φt x ^ 2)) := by
  have hw : ∀ f : ι → ℝ → ℝ, (∀ i, ContinuousOn (f i) (Icc (-a) a)) →
      ContinuousOn (fun x => wave d f x ^ 2) (Icc (-a) a) := fun f hf =>
    (continuousOn_finsetSum _ fun i _ => continuousOn_const.mul (hf i)).pow 2
  simp only [augOverlap_eq ha hφ hφt hp hdual]
  exact ⟨phase_tendsto_centre ha (hw φ hφ) hae, phase_tendsto_centre ha (hw φt hφt) hps⟩

end Augmentation
```

Q: Could the two centres always coincide?

A: No. On $[-1,1]$ take $\tilde\varphi=(1-x^2)^2$ and $\varphi=(1+x)(1-x^2)^2$. Both vanish with zero slope at $x=\pm1$, so they match there.

```lean
/-- The pseudo partial wave `(1 - x²)²`. -/
def pseudoEx (x : ℝ) : ℝ := (1 - x ^ 2) ^ 2

/-- The all-electron partial wave `(1 + x)(1 - x²)²`. -/
def allElectronEx (x : ℝ) : ℝ := (1 + x) * (1 - x ^ 2) ^ 2
```

The integrals are done with explicit polynomial primitives: `ring` checks each derivative and `norm_num` evaluates the boundary difference.

```lean
open Polynomial in
/-- The integral over `[-1, 1]` of the derivative of a polynomial is its boundary difference. -/
theorem integral_of_primitive (P : ℝ[X]) {f : ℝ → ℝ} (h : ∀ x, f x = P.derivative.eval x) :
    ∫ x in (-1 : ℝ)..1, f x = P.eval 1 - P.eval (-1) := by
  rw [funext h]
  exact intervalIntegral.integral_eq_sub_of_hasDerivAt (fun x _ => P.hasDerivAt x)
    (P.derivative.continuous.intervalIntegrable _ _)
```

Since $\int\tilde\varphi=2(1-\tfrac23+\tfrac15)=\tfrac{16}{15}$, the constant projector $p=15/16$ is dual.

```lean
open Polynomial in
/-- The constant projector `15/16` is dual to the pseudo partial wave `(1 - x²)²` on `[-1, 1]`. -/
theorem projector_duality_witness : projAmp 1 (fun _ => 15 / 16) pseudoEx = 1 := by
  rw [projAmp, integral_of_primitive (C (15/16) * X ^ 1 - C (5/8) * X ^ 3 + C (3/16) * X ^ 5)
    (fun x => by
      simp only [pseudoEx, derivative_add, derivative_sub, derivative_C_mul, derivative_X_pow,
        eval_add, eval_sub, eval_mul, eval_C, eval_pow, eval_X, Nat.cast_ofNat, Nat.cast_one,
        Nat.reduceSub]
      ring)]
  simp only [eval_add, eval_sub, eval_mul, eval_C, eval_pow, eval_X]
  norm_num
```

The pseudo density is even, so its dipole is $0$; its norm is $\int(1-x^2)^4=\tfrac{256}{315}$. With $J=\int x^2(1-x^2)^4=\tfrac{256}{3465}$, expanding $(1+x)^2$ and dropping odd terms gives the all-electron norm $\tfrac{256}{315}+J=\tfrac{1024}{1155}$ and dipole $2J=\tfrac{512}{3465}$. Their ratio is $1/6$.

```lean
open Polynomial in
/-- For these polynomial partial waves and the constant projector `15/16`, minus the phase of the
augmented overlap, divided by `b`, tends to `1/6` as `b` tends to zero; for the unaugmented overlap
the limit is `0`. -/
theorem augmentation_shifts_centre :
    Tendsto (fun b : ℝ => -Complex.arg (augOverlap 1 (fun _ : Unit => allElectronEx)
      (fun _ => pseudoEx) (fun _ _ => 15 / 16) pseudoEx b) / b) (𝓝[≠] 0) (𝓝 (1 / 6)) ∧
    Tendsto (fun b : ℝ => -Complex.arg (overlap 1 (fun x => pseudoEx x ^ 2) b) / b)
      (𝓝[≠] 0) (𝓝 0) := by
  -- norms and dipole moments of the two densities, from explicit primitives
  have n1 : ∫ x in (-1 : ℝ)..1, pseudoEx x ^ 2 = 256 / 315 := by
    rw [integral_of_primitive (C 1 * X ^ 1 - C (4/3) * X ^ 3 + C (6/5) * X ^ 5
      - C (4/7) * X ^ 7 + C (1/9) * X ^ 9) (fun x => by
        simp only [pseudoEx, derivative_add, derivative_sub, derivative_C_mul, derivative_X_pow,
          eval_add, eval_sub, eval_mul, eval_C, eval_pow, eval_X, Nat.cast_ofNat, Nat.cast_one,
          Nat.reduceSub]
        ring)]
    simp only [eval_add, eval_sub, eval_mul, eval_C, eval_pow, eval_X]
    norm_num
  have m1 : ∫ x in (-1 : ℝ)..1, x * pseudoEx x ^ 2 = 0 := by
    rw [integral_of_primitive (C (1/2) * X ^ 2 - C 1 * X ^ 4 + C 1 * X ^ 6
      - C (1/2) * X ^ 8 + C (1/10) * X ^ 10) (fun x => by
        simp only [pseudoEx, derivative_add, derivative_sub, derivative_C_mul, derivative_X_pow,
          eval_add, eval_sub, eval_mul, eval_C, eval_pow, eval_X, Nat.cast_ofNat, Nat.reduceSub]
        ring)]
    simp only [eval_add, eval_sub, eval_mul, eval_C, eval_pow, eval_X]
    norm_num
  have n2 : ∫ x in (-1 : ℝ)..1, allElectronEx x ^ 2 = 1024 / 1155 := by
    rw [integral_of_primitive (C 1 * X ^ 1 + C 1 * X ^ 2 - C 1 * X ^ 3 - C 2 * X ^ 4
      + C (2/5) * X ^ 5 + C 2 * X ^ 6 + C (2/7) * X ^ 7 - C 1 * X ^ 8 - C (1/3) * X ^ 9
      + C (1/5) * X ^ 10 + C (1/11) * X ^ 11) (fun x => by
        simp only [allElectronEx, derivative_add, derivative_sub, derivative_C_mul,
          derivative_X_pow, eval_add, eval_sub, eval_mul, eval_C, eval_pow, eval_X,
          Nat.cast_ofNat, Nat.cast_one, Nat.reduceSub]
        ring)]
    simp only [eval_add, eval_sub, eval_mul, eval_C, eval_pow, eval_X]
    norm_num
  have m2 : ∫ x in (-1 : ℝ)..1, x * allElectronEx x ^ 2 = 512 / 3465 := by
    rw [integral_of_primitive (C (1/2) * X ^ 2 + C (2/3) * X ^ 3 - C (3/4) * X ^ 4
      - C (8/5) * X ^ 5 + C (1/3) * X ^ 6 + C (12/7) * X ^ 7 + C (1/4) * X ^ 8 - C (8/9) * X ^ 9
      - C (3/10) * X ^ 10 + C (2/11) * X ^ 11 + C (1/12) * X ^ 12) (fun x => by
        simp only [allElectronEx, derivative_add, derivative_sub, derivative_C_mul,
          derivative_X_pow, eval_add, eval_sub, eval_mul, eval_C, eval_pow, eval_X,
          Nat.cast_ofNat, Nat.reduceSub]
        ring)]
    simp only [eval_add, eval_sub, eval_mul, eval_C, eval_pow, eval_X]
    norm_num
  have hw : ∀ f : ℝ → ℝ, wave (fun _ : Unit => 1) (fun _ => f) = f := fun f => by
    funext x; simp [wave]
  have c1 : Continuous pseudoEx := by unfold pseudoEx; fun_prop
  have c2 : Continuous allElectronEx := by unfold allElectronEx; fun_prop
  have h := atomic_zak_phase (ι := Unit) (a := 1) (φ := fun _ => allElectronEx)
    (φt := fun _ => pseudoEx) (p := fun _ _ => 15 / 16) one_pos
    (fun _ => c2.continuousOn) (fun _ => c1.continuousOn) (fun _ => continuousOn_const)
    (fun i j => by rw [if_pos (Subsingleton.elim i j)]; exact projector_duality_witness)
    (fun _ => 1) (by rw [hw, n2]; norm_num) (by rw [hw, n1]; norm_num)
  have e1 : centre 1 (fun x => pseudoEx x ^ 2) = 0 := by rw [centre, m1, zero_div]
  have e2 : centre 1 (fun x => allElectronEx x ^ 2) = 1 / 6 := by
    rw [centre, m2, n2]; norm_num
  rw [hw, hw, e1, e2] at h
  exact h

end PAWZakPhase
```

```lean
#print axioms PAWZakPhase.atomic_zak_phase
-- 'PAWZakPhase.atomic_zak_phase' depends on axioms: [propext, Classical.choice, Quot.sound]
#print axioms PAWZakPhase.augmentation_shifts_centre
-- 'PAWZakPhase.augmentation_shifts_centre' depends on axioms: [propext, Classical.choice, Quot.sound]
```

Q: Would another form of augmentation change the answer?

A: Replacing $e^{-ibx}$ by $1-ibx$ in the one-centre terms would keep the limit but in general lose equality at finite $b$. Keeping only the $1$ would correct the norm and not the dipole, and the example would return $0$.

Q: What does this say about real polarisation calculations?

A: It shows, for a single real orbital in one dimension, that the one-centre terms can carry part or all of the electronic dipole. It doesn't cover bands formed by overlapping atoms, complex waves, or a pseudo wave outside the span of the $\tilde\varphi_i$. The expansion in partial waves is also assumed on the whole interval $[-a,a]$, whereas the PAW method needs it only inside the augmentation region around each atom.
